# Splitting d phase shifts at fixed Friedel charge lowers the spin-mixed residual resistivity near half filling and raises it near an empty or full shell

A transition-metal impurity sits in a simple metal and scatters mainly through its d resonance. In a non-magnetic calculation both spins have the same phase shift at the Fermi level. When I let the impurity become magnetic, one phase shift goes up and the other goes down, while screening keeps the Friedel charge Z fixed. One spin may then scatter more and the other less. Does the moment raise or lower the residual resistivity, and do I need to know how large the moment is to tell?

## The filling fixes the sign when the spins mix strongly

If the two spin directions exchange electrons quickly, the sign depends only on Z. For a d shell with 0 < Z < 10, a moment lowers the resistivity exactly when 2.5 < Z < 7.5, leaves it unchanged at the two endpoints, and raises it otherwise. The only splittings to exclude are those that shift each phase by a multiple of π, since they change no sin² at all. If the spins conduct separately, a moment lowers the resistivity at every filling, provided both phase shifts stay between 0 and π.

Take one resonant partial wave l, with phase shifts u and v for the two spins. The Friedel sum rule gives the charge

Z = (2l+1)(u + v)/π.

Fixing Z fixes u + v. So the phases are u = a + b and v = a − b, where b = (u − v)/2 is half the splitting and

a = πZ/(2(2l+1))

is the phase shift of the non-magnetic state.

With strong spin mixing, both spins share one momentum distribution and their scattering rates are averaged:

ρ = R (sin²u + sin²v)/2.

Here R > 0 is the resistivity at unitarity, when both phase shifts are π/2. It contains the impurity concentration and the properties of the host. Expanding the sines, the cross terms cancel in the sum:

(sin²(a+b) + sin²(a−b))/2 = sin²a cos²b + cos²a sin²b.

Subtract the non-magnetic value sin²a and use cos²b − 1 = −sin²b:

sin²a cos²b + cos²a sin²b − sin²a = sin²b (cos²a − sin²a) = sin²b cos 2a.

Since 2a = πZ/(2l+1), the change in resistivity is

Δρ = R sin²b cos(πZ/(2l+1)).

The moment enters only through the factor sin²b, which is positive unless b is a multiple of π. The sign is that of the cosine. For 0 < Z < 2(2l+1) its argument lies between 0 and 2π, so it is negative exactly when

(2l+1)/2 < Z < 3(2l+1)/2,

and zero exactly at the two ends. For l = 2 these are 5/2 and 15/2.

At Z = 5 the non-magnetic impurity is at unitarity, and any b other than a multiple of π moves both phases away from the maximum of sin². With b = π/2 they become π and 0, and the resistivity vanishes.

## Two spin channels in parallel

Without spin mixing, each spin carries its own current. The channel resistivities are 2R sin²u and 2R sin²v, and they combine in parallel:

ρ = 2R sin²u sin²v/(sin²u + sin²v).

Write p = sin²a and q = sin²b. The product and the sum of the two channel strengths are

sin²(a+b) sin²(a−b) = (p − q)²,

sin²(a+b) + sin²(a−b) = 2(p + (1 − 2p)q).

The non-magnetic resistivity is Rp. Multiplying the difference between it and the magnetic value by the positive sum of strengths gives

2R [p² + p(1 − 2p)q − (p − q)²] = 2R q [p(3 − 2p) − q].

For q > 0, and as long as at least one spin scatters so that the sum is indeed positive, the moment therefore lowers the resistivity exactly when

sin²b < sin²a (3 − 2 sin²a).

As a resonance fills, each phase shift runs from 0 to π. If a + b and a − b both lie in this range, |b| is at most the smaller of a and π − a, so sin²b ≤ sin²a. The right-hand side exceeds sin²a by 2 sin²a cos²a, which is zero here only at a = π/2. There sin²b = 1 would leave no spin scattering, a case already excluded. So the criterion always holds, and the moment lowers the resistivity at every filling, whatever its size. At Z = 1 in a d shell, for example, sin²b can reach only about 0.10, while the right-hand side is about 0.27. With strong mixing the same moment raises the resistivity.

## The physical quantities in Lean

The Lean file below proves the sign criteria for arbitrary real phase shifts. The consequence for separate spin channels with phases between 0 and π is drawn only by hand, above.

- `friedelCharge l u v` is the charge from the sum rule, with `l` a natural number. Each spin has 2l+1 degenerate orbitals.
- `commonPhase l Z` is the phase a.
- `resistivity R u v` is the spin-mixed resistivity, and `parallelResistivity R u v` is the one for separate spin channels.

The hypothesis `friedelCharge l u v = Z` expresses complete screening of a fixed charge. The condition `∀ n : ℤ, u - v ≠ 2 * π * n` excludes the ineffective splittings; in terms of `b` it reads `∀ n : ℤ, b ≠ n * π`.

`d_shell_moment` answers the d-shell question. For R > 0, 0 < Z < 10 and an allowed b, it says that the phases πZ/10 ± b carry charge Z, that the moment raises the resistivity iff cos(πZ/5) > 0, that it lowers it iff 5/2 < Z < 15/2, and that it leaves it unchanged iff Z is 5/2 or 15/2. `moment_raises_iff` and `moment_lowers_iff` give the same criteria for every l, including l = 0.

`parallel_moment_lowers_iff` takes a and b directly. It requires sin b ≠ 0, so that the splitting is effective, and at least one scattering channel, because with none the parallel formula reads 0/0. Its non-magnetic reference is `resistivity R a a`, which equals R sin²a.

The sum rule and both resistivity formulas enter as definitions; they are not derived from a scattering problem. The splitting is a free parameter, so nothing here decides whether a moment forms or how large it is. Other partial waves, crystal-field splitting, spin–orbit coupling, Kondo scattering and temperature are absent. Within this model of one partial wave with static phase shifts, the criterion for the chosen limit, strong spin mixing or separate channels, gives a sign check when spin-polarised and non-magnetic impurity calculations are compared at the same Friedel charge.

```lean
import Mathlib

open Real

namespace FriedelMomentResistivity

noncomputable section

/-- Friedel charge of an impurity that scatters only in the partial wave `l`, with phase shifts
`u` and `v` for the two spin directions. -/
def friedelCharge (l : ℕ) (u v : ℝ) : ℝ := (2 * l + 1) / π * (u + v)

/-- The phase shift common to both spins in the non-magnetic state of Friedel charge `Z`. -/
def commonPhase (l : ℕ) (Z : ℝ) : ℝ := π * Z / (2 * (2 * l + 1))

/-- Residual resistivity with strong spin mixing: the spin average of `sin²` of the phase shift,
times the resistivity `R` at unitarity. -/
def resistivity (R u v : ℝ) : ℝ := R * (sin u ^ 2 + sin v ^ 2) / 2

/-- Residual resistivity of two spin channels that conduct in parallel without spin mixing, when at
least one of the two sines is nonzero. If both vanish, Lean's `0 / 0 = 0` gives `0`. -/
def parallelResistivity (R u v : ℝ) : ℝ :=
  2 * R * (sin u ^ 2 * sin v ^ 2) / (sin u ^ 2 + sin v ^ 2)

/-- The Friedel charge is `Z` exactly when the two phase shifts are split symmetrically about
the common phase of the non-magnetic state. -/
theorem friedelCharge_eq_iff (l : ℕ) (u v Z : ℝ) :
    friedelCharge l u v = Z ↔
      ∃ b, u = commonPhase l Z + b ∧ v = commonPhase l Z - b := by
  have hN : (2 * (l : ℝ) + 1) ≠ 0 := by positivity
  have hpi : π ≠ 0 := pi_ne_zero
  constructor
  · intro h
    have hs : u + v = 2 * commonPhase l Z := by
      rw [← h]
      unfold commonPhase friedelCharge
      field_simp
    exact ⟨(u - v) / 2, by linarith, by linarith⟩
  · rintro ⟨b, rfl, rfl⟩
    unfold friedelCharge
    rw [show commonPhase l Z + b + (commonPhase l Z - b) = 2 * commonPhase l Z by ring]
    unfold commonPhase
    field_simp

/-- At fixed Friedel charge `Z`, splitting the phase shifts changes the resistivity by
`R sin²((u - v)/2) cos(πZ/(2l+1))`. -/
theorem resistivity_change {l : ℕ} {u v Z : ℝ} (R : ℝ) (hQ : friedelCharge l u v = Z) :
    resistivity R u v - resistivity R (commonPhase l Z) (commonPhase l Z) =
      R * sin ((u - v) / 2) ^ 2 * cos (π * Z / (2 * l + 1)) := by
  obtain ⟨b, rfl, rfl⟩ := (friedelCharge_eq_iff l u v Z).mp hQ
  have hN : (2 * (l : ℝ) + 1) ≠ 0 := by positivity
  have hc : π * Z / (2 * l + 1) = 2 * commonPhase l Z := by
    unfold commonPhase
    field_simp
  rw [hc]
  generalize commonPhase l Z = a
  rw [show (a + b - (a - b)) / 2 = b by ring]
  unfold resistivity
  rw [sin_add, sin_sub, cos_two_mul]
  linear_combination R * sin a ^ 2 * cos_sq' b - R * sin b ^ 2 * sin_sq a

/-- For `0 < Z < 2N`, the cosine of `πZ/N` is negative exactly for `N/2 < Z < 3N/2` and
vanishes exactly at the two ends of that interval. -/
theorem cos_filling {N Z : ℝ} (hN : 0 < N) (h0 : 0 < Z) (h2 : Z < 2 * N) :
    (cos (π * Z / N) < 0 ↔ N / 2 < Z ∧ Z < 3 * N / 2) ∧
      (cos (π * Z / N) = 0 ↔ Z = N / 2 ∨ Z = 3 * N / 2) := by
  have hp := pi_pos
  have hx0 : 0 < π * Z / N := by positivity
  have hx2 : π * Z / N < 2 * π := by
    rw [div_lt_iff₀ hN]
    nlinarith [mul_pos hp (sub_pos.2 h2)]
  rcases lt_trichotomy Z (N / 2) with h | h | h
  · have hx : π * Z / N < π / 2 := by
      rw [div_lt_iff₀ hN]
      nlinarith [mul_pos hp (sub_pos.2 h)]
    have hc : 0 < cos (π * Z / N) := cos_pos_of_mem_Ioo ⟨by linarith, hx⟩
    refine ⟨⟨fun k => absurd k (not_lt_of_ge hc.le), fun k => ?_⟩,
      ⟨fun k => absurd k hc.ne', fun k => ?_⟩⟩
    · linarith [k.1]
    · rcases k with k | k <;> linarith
  · have hx : π * Z / N = π / 2 := by
      rw [div_eq_iff hN.ne', h]
      ring
    have hc : cos (π * Z / N) = 0 := by rw [hx, cos_pi_div_two]
    exact ⟨⟨fun k => absurd k (not_lt_of_ge hc.ge), fun k => absurd h k.1.ne'⟩,
      ⟨fun _ => Or.inl h, fun _ => hc⟩⟩
  · have hx : π / 2 < π * Z / N := by
      rw [lt_div_iff₀ hN]
      nlinarith [mul_pos hp (sub_pos.2 h)]
    rcases lt_trichotomy Z (3 * N / 2) with g | g | g
    · have hy : π * Z / N < π + π / 2 := by
        rw [div_lt_iff₀ hN]
        nlinarith [mul_pos hp (sub_pos.2 g)]
      have hc : cos (π * Z / N) < 0 := cos_neg_of_pi_div_two_lt_of_lt hx hy
      refine ⟨⟨fun _ => ⟨h, g⟩, fun _ => hc⟩, ⟨fun k => absurd k hc.ne, fun k => ?_⟩⟩
      rcases k with k | k <;> linarith
    · have hy : π * Z / N = 2 * π - π / 2 := by
        rw [div_eq_iff hN.ne', g]
        ring
      have hc : cos (π * Z / N) = 0 := by rw [hy, cos_two_pi_sub, cos_pi_div_two]
      exact ⟨⟨fun k => absurd k (not_lt_of_ge hc.ge), fun k => absurd g k.2.ne⟩,
        ⟨fun _ => Or.inr g, fun _ => hc⟩⟩
    · have hy : 2 * π - π / 2 < π * Z / N := by
        rw [lt_div_iff₀ hN]
        nlinarith [mul_pos hp (sub_pos.2 g)]
      have hc : 0 < cos (π * Z / N) := by
        rw [← cos_two_pi_sub]
        exact cos_pos_of_mem_Ioo ⟨by linarith, by linarith⟩
      refine ⟨⟨fun k => absurd k (not_lt_of_ge hc.le), fun k => ?_⟩,
        ⟨fun k => absurd k hc.ne', fun k => ?_⟩⟩
      · linarith [k.2]
      · rcases k with k | k <;> linarith

/-- If `R > 0` and the spin splitting `u - v` is not a multiple of `2π`, the weight
`R sin²((u - v)/2)` is positive. -/
theorem splitting_weight_pos {R u v : ℝ} (hR : 0 < R) (hb : ∀ n : ℤ, u - v ≠ 2 * π * n) :
    0 < R * sin ((u - v) / 2) ^ 2 := by
  have hs : sin ((u - v) / 2) ≠ 0 := by
    intro h
    obtain ⟨n, hn⟩ := sin_eq_zero_iff.mp h
    exact hb n (by linear_combination (-2) * hn)
  positivity

/-- At fixed Friedel charge `Z`, with `R > 0` and a splitting that is not a multiple of `2π`,
the moment raises the resistivity exactly when `cos(πZ/(2l+1))` is positive. -/
theorem moment_raises_iff {l : ℕ} {R u v Z : ℝ} (hR : 0 < R)
    (hQ : friedelCharge l u v = Z) (hb : ∀ n : ℤ, u - v ≠ 2 * π * n) :
    resistivity R (commonPhase l Z) (commonPhase l Z) < resistivity R u v ↔
      0 < cos (π * Z / (2 * l + 1)) := by
  rw [← sub_pos, resistivity_change R hQ]
  exact mul_pos_iff_of_pos_left (splitting_weight_pos hR hb)

/-- For `0 < Z < 2(2l+1)`, `R > 0` and a splitting that is not a multiple of `2π`, the moment
lowers the resistivity at fixed Friedel charge exactly for `(2l+1)/2 < Z < 3(2l+1)/2`, and
leaves it unchanged exactly at the two ends of that interval. -/
theorem moment_lowers_iff {l : ℕ} {R u v Z : ℝ} (hR : 0 < R)
    (hQ : friedelCharge l u v = Z) (hb : ∀ n : ℤ, u - v ≠ 2 * π * n)
    (h0 : 0 < Z) (h2 : Z < 2 * (2 * l + 1)) :
    (resistivity R u v < resistivity R (commonPhase l Z) (commonPhase l Z) ↔
      (2 * l + 1) / 2 < Z ∧ Z < 3 * (2 * l + 1) / 2) ∧
    (resistivity R u v = resistivity R (commonPhase l Z) (commonPhase l Z) ↔
      Z = (2 * l + 1) / 2 ∨ Z = 3 * (2 * l + 1) / 2) := by
  have hw := splitting_weight_pos hR hb
  have hN : 0 < 2 * (l : ℝ) + 1 := by positivity
  obtain ⟨hneg, hzero⟩ := cos_filling hN h0 h2
  -- the sign of the change is the sign of the cosine
  rw [← hneg, ← hzero, ← sub_neg, ← sub_eq_zero, resistivity_change R hQ]
  refine ⟨⟨fun h => ?_, fun h => mul_neg_of_pos_of_neg hw h⟩,
    ⟨fun h => (mul_eq_zero.mp h).resolve_left hw.ne', fun h => by rw [h, mul_zero]⟩⟩
  by_contra hc
  exact absurd h (not_lt_of_ge (mul_nonneg hw.le (not_lt.mp hc)))

/-- The d shell: for `0 < Z < 10`, `R > 0` and `b` not a multiple of `π`, the phase shifts
`πZ/10 ± b` carry Friedel charge `Z`. The moment raises the resistivity iff `cos(πZ/5) > 0`,
lowers it iff `5/2 < Z < 15/2`, and leaves it unchanged iff `Z` is `5/2` or `15/2`. -/
theorem d_shell_moment {R Z b : ℝ} (hR : 0 < R) (h0 : 0 < Z) (h10 : Z < 10)
    (hb : ∀ n : ℤ, b ≠ n * π) :
    friedelCharge 2 (π * Z / 10 + b) (π * Z / 10 - b) = Z ∧
    (resistivity R (π * Z / 10) (π * Z / 10) <
      resistivity R (π * Z / 10 + b) (π * Z / 10 - b) ↔ 0 < cos (π * Z / 5)) ∧
    (resistivity R (π * Z / 10 + b) (π * Z / 10 - b) <
      resistivity R (π * Z / 10) (π * Z / 10) ↔ 5 / 2 < Z ∧ Z < 15 / 2) ∧
    (resistivity R (π * Z / 10 + b) (π * Z / 10 - b) =
      resistivity R (π * Z / 10) (π * Z / 10) ↔ Z = 5 / 2 ∨ Z = 15 / 2) := by
  have e : 2 * ((2 : ℕ) : ℝ) + 1 = 5 := by norm_num
  have e3 : (3 * 5 / 2 : ℝ) = 15 / 2 := by norm_num
  have hw : commonPhase 2 Z = π * Z / 10 := by
    unfold commonPhase
    rw [e]
    ring
  have hQ : friedelCharge 2 (π * Z / 10 + b) (π * Z / 10 - b) = Z :=
    (friedelCharge_eq_iff 2 _ _ Z).mpr ⟨b, by rw [hw], by rw [hw]⟩
  have hb' : ∀ n : ℤ, (π * Z / 10 + b) - (π * Z / 10 - b) ≠ 2 * π * n :=
    fun n hn => hb n (by linear_combination hn / 2)
  have h1 := moment_raises_iff hR hQ hb'
  have h2 := moment_lowers_iff hR hQ hb' h0 (by rw [e]; linarith)
  rw [hw, e] at h1 h2
  rw [e3] at h2
  exact ⟨hQ, h1, h2.1, h2.2⟩

/-- Without spin mixing, for `R > 0`, `sin b ≠ 0` and at least one scattering spin channel,
splitting the common phase `a` into `a ± b` lowers the resistivity exactly when
`sin² b < sin² a (3 - 2 sin² a)`. -/
theorem parallel_moment_lowers_iff {R a b : ℝ} (hR : 0 < R) (hb : sin b ≠ 0)
    (hs : sin (a + b) ^ 2 + sin (a - b) ^ 2 ≠ 0) :
    parallelResistivity R (a + b) (a - b) < resistivity R a a ↔
      sin b ^ 2 < sin a ^ 2 * (3 - 2 * sin a ^ 2) := by
  have hS : 0 < sin (a + b) ^ 2 + sin (a - b) ^ 2 :=
    lt_of_le_of_ne (by positivity) hs.symm
  have hK : 0 < 2 * R * sin b ^ 2 := by positivity
  -- product and sum of the two channel strengths
  have hprod : sin (a + b) * sin (a - b) = sin a ^ 2 - sin b ^ 2 := by
    rw [sin_add, sin_sub]
    linear_combination sin a ^ 2 * cos_sq' b - sin b ^ 2 * cos_sq' a
  have hsum : sin (a + b) ^ 2 + sin (a - b) ^ 2 =
      2 * (sin a ^ 2 + (1 - 2 * sin a ^ 2) * sin b ^ 2) := by
    rw [sin_add, sin_sub]
    linear_combination 2 * sin a ^ 2 * cos_sq' b + 2 * sin b ^ 2 * cos_sq' a
  have key : R * (sin a ^ 2 + sin a ^ 2) / 2 * (sin (a + b) ^ 2 + sin (a - b) ^ 2) -
      2 * R * (sin (a + b) ^ 2 * sin (a - b) ^ 2) =
      2 * R * sin b ^ 2 * (sin a ^ 2 * (3 - 2 * sin a ^ 2) - sin b ^ 2) := by
    linear_combination R * sin a ^ 2 * hsum -
      2 * R * (sin (a + b) * sin (a - b) + sin a ^ 2 - sin b ^ 2) * hprod
  unfold parallelResistivity resistivity
  rw [div_lt_iff₀ hS, ← sub_pos, key, mul_pos_iff_of_pos_left hK, sub_pos]

end

end FriedelMomentResistivity
```

```lean
#print axioms FriedelMomentResistivity.d_shell_moment
#print axioms FriedelMomentResistivity.parallel_moment_lowers_iff
```

```
'FriedelMomentResistivity.d_shell_moment' depends on axioms: [propext, Classical.choice, Quot.sound]
'FriedelMomentResistivity.parallel_moment_lowers_iff' depends on axioms: [propext, Classical.choice, Quot.sound]
```

## From the phase shifts to the sign

`friedelCharge_eq_iff` turns fixed charge into symmetric splitting. In one direction it takes b = (u − v)/2; in the other it adds the two phases, and b cancels.

`resistivity_change` uses that result to replace u and v by a + b and a − b. It rewrites the cosine's argument as 2a and expands with `sin_add`, `sin_sub` and `cos_two_mul`. The final `linear_combination` supplies the two uses of sin² + cos² = 1 that produce sin²b cos 2a.

`cos_filling` locates the sign of the cosine, with N standing for 2l+1. It compares Z first with N/2 and then with 3N/2, which gives five cases: two open intervals where the cosine is positive, one where it is negative, and the two zeros between them. In each case the condition on Z becomes a condition on πZ/N.

`splitting_weight_pos` proves that R sin²((u − v)/2) is positive: a vanishing sine would make u − v a multiple of 2π. `moment_raises_iff` then removes this positive factor from the resistivity change. `moment_lowers_iff` does the same for the negative and zero cases and inserts the intervals from `cos_filling`.

`d_shell_moment` sets l = 2, identifies the common phase with πZ/10, and converts the condition on b into the one on u − v. The general theorems then supply its three comparisons.

For separate spin channels, `hprod` and `hsum` are the identities for the product of the two sines and for the sum of their squares. They combine in `key`, which is the factorised difference found above. Since the sum of strengths is positive, `div_lt_iff₀` clears the denominator without reversing the inequality. Removing the positive factor 2R sin²b leaves the stated criterion.
